# Pairwise kernel sums on a periodic grid as one sum over wave vectors

A program that sums a dipolar coupling over all pairs of points of an $N\times N\times N$ grid has $N^6$ terms to add, which is $10^{12}$ per tensor component at $N=100$. Fourier transforms remove that cost, but a transform read at $k$ instead of $-k$, or a missing factor $N^3$, still returns a finite and ordinary-looking number. The identity below fixes both the sign and the factor, for a kernel that is periodic on the grid.

## The double sum and its reciprocal form

Let $x$, $y$ and $k$ run over the periodic grid $(\mathbb Z/N)^d$ with $N\ge 1$, and write the plane wave as $w_k(x)=e^{2\pi i\,k\cdot x/N}$. The transform of a complex function $f$ is unnormalized:

$$\hat f(k)=\sum_x w_{-k}(x)\,f(x).$$

For arbitrary complex functions $r$, $K$, $s$ on the grid,

$$\sum_{x,y} r(x)\,K(x-y)\,s(y)=\frac1{N^d}\sum_k \hat r(-k)\,\hat K(k)\,\hat s(k).$$

At $N=1$ the grid has one point, every transform equals its function, and both sides are $r(0)K(0)s(0)$. At $N=2$ we have $-k=k$. A comparison with the direct double sum therefore cannot detect a wrong sign of $k$ until $N=3$.

## Zero-field splitting from two orbitals

The spin–spin part of the zero-field splitting averages the dipolar kernel, whose components are proportional to $(R^2\delta_{ab}-3R_aR_b)/R^5$ at separation $R$, over the positions of two electrons with parallel spins. For two orbitals $\varphi,\chi$ on a finite periodic grid, the pair function is

$$\Phi(x,y)=\frac{\varphi(x)\chi(y)-\chi(x)\varphi(y)}{\sqrt2}.$$

Put $n_\varphi=|\varphi|^2$, $n_\chi=|\chi|^2$ and $\rho=\varphi^*\chi$. If $K(-x)=K(x)$ and $d=3$, then

$$\sum_{x,y}|\Phi(x,y)|^2K(x-y)=\frac1{N^3}\sum_k\hat K(k)\Big[\hat n_\varphi(-k)\,\hat n_\chi(k)-|\hat\rho(-k)|^2\Big].$$

A plane-wave code can use this formula with fast Fourier transforms. Some details matter in the implementation:

- If the forward transform already divides by $N^3$, the prefactor $N^{-3}$ becomes $N^{6}$.
- The value $\hat r(-k)$ may be replaced by $\hat r(k)^*$ when $r$ is real. The density $\rho$ is in general complex, and $|\hat\rho(-k)|^2$ can then differ from $|\hat\rho(k)|^2$ at a given $k$. The exchange sum is the same with either, because $\hat K$ is even when $K$ is.
- The value $K(0)$, where the dipolar kernel is singular, has no effect on the average. Any finite number will do, provided that the direct and exchange terms use the same one. The component $\hat K(0)$ is a different quantity and does matter.

## Orthogonality, inversion and factorization

**Orthogonality.** If $x=0$, every $w_k(x)$ is 1 and $\sum_k w_k(x)=N^d$. If $x\neq0$, some component $x_i$ is nonzero modulo $N$, so $e^{2\pi i x_i/N}\neq1$. Replacing $k$ by $k+e_i$, with $e_i$ the unit vector along $i$, only permutes the terms of the sum, so

$$e^{2\pi i x_i/N}\sum_k w_k(x)=\sum_k w_{k+e_i}(x)=\sum_k w_k(x).$$

The sum is therefore zero.

**Inversion.** Since $w_k(x)\,w_{-k}(y)=w_k(x-y)$,

$$\sum_k w_k(x)\hat f(k)=\sum_y\Big(\sum_k w_k(x-y)\Big)f(y)=N^d f(x).$$

**Factorization.** Apply inversion to $K$ at the point $x-y$:

$$K(x-y)=\frac1{N^d}\sum_k w_k(x)\,w_{-k}(y)\,\hat K(k).$$

In the double sum, $x$ and $y$ now separate for each $k$. The two factors are $\sum_x w_k(x)r(x)=\hat r(-k)$ and $\sum_y w_{-k}(y)s(y)=\hat s(k)$, which gives the identity.

**Direct and exchange terms.** Expanding the square gives

$$|\Phi(x,y)|^2=\tfrac12\big[n_\varphi(x)n_\chi(y)+n_\chi(x)n_\varphi(y)-\rho(x)\rho^*(y)-\rho^*(x)\rho(y)\big].$$

Define $F(x,y)=K(x-y)\,[n_\varphi(x)n_\chi(y)-\rho(x)\rho^*(y)]$. Because $K$ is even, $|\Phi(x,y)|^2K(x-y)=\tfrac12[F(x,y)+F(y,x)]$. Both halves have the same sum over the grid, so the average is $\sum_{x,y}F(x,y)$, a direct double sum minus an exchange one.

The identity applies to each of them. In the exchange term, the transform of $\rho^*$ at $k$ is

$$\sum_x w_{-k}(x)\rho^*(x)=\Big(\sum_x w_k(x)\rho(x)\Big)^*=\hat\rho(-k)^*,$$

and its product with $\hat\rho(-k)$ is $|\hat\rho(-k)|^2$.

**Coincidence.** Since $\Phi(x,x)=0$, the terms that contain $K(0)$ vanish.

## The Lean source

```lean
import Mathlib

open Matrix ComplexConjugate

namespace ZeroFieldSplittingFourier

noncomputable section

/-- The periodic grid with `N` points along each of `d` directions. -/
abbrev Grid (d N : ℕ) := Fin d → ZMod N

variable {d N : ℕ} [NeZero N]

/-- The plane wave `exp(2πi k·x/N)` on the periodic grid. -/
def wave (k x : Grid d N) : ℂ := ZMod.stdAddChar (k ⬝ᵥ x)

/-- The unnormalized discrete Fourier transform, the sum of `exp(-2πi k·x/N) f(x)` over the grid. -/
def dft (f : Grid d N → ℂ) (k : Grid d N) : ℂ := ∑ x, wave (-k) x * f x

/-- The pairwise sum of two densities `r` and `s` coupled by a kernel `K` of their separation. -/
def pairSum (r K s : Grid d N → ℂ) : ℂ := ∑ x, ∑ y, r x * K (x - y) * s y

/-- The product density `φ*(x) χ(x)` of two orbitals. -/
def orbitalDensity (φ χ : Grid d N → ℂ) (x : Grid d N) : ℂ := conj (φ x) * χ x

/-- The antisymmetric spatial function `(φ(x)χ(y) - χ(x)φ(y))/√2` of a triplet pair. -/
def tripletPair (φ χ : Grid d N → ℂ) (x y : Grid d N) : ℂ :=
  ((Real.sqrt 2 : ℝ) : ℂ)⁻¹ * (φ x * χ y - χ x * φ y)

/-- The kernel `K(x-y)` summed over the grid with the weight `|Φ(x,y)|²` of the triplet pair. -/
def tripletAverage (K φ χ : Grid d N → ℂ) : ℂ :=
  ∑ x, ∑ y, conj (tripletPair φ χ x y) * K (x - y) * tripletPair φ χ x y

/-- For integer representatives of `k` and `x`, the plane wave is the exponential
`exp(2πi k·x/N)`. -/
theorem wave_intCast (k x : Fin d → ℤ) :
    wave (fun i => (k i : ZMod N)) (fun i => (x i : ZMod N)) =
      Complex.exp (2 * Real.pi * Complex.I * ((∑ i, k i * x i : ℤ) : ℂ) / N) := by
  have h : (fun i => (k i : ZMod N)) ⬝ᵥ (fun i => (x i : ZMod N)) =
      ((∑ i, k i * x i : ℤ) : ZMod N) := by
    simp [dotProduct]
  rw [wave, h, ZMod.stdAddChar_coe]

/-- Reversing the wave vector conjugates the plane wave. -/
theorem wave_neg (k x : Grid d N) : wave (-k) x = conj (wave k x) := by
  simp only [wave, neg_dotProduct, AddChar.map_neg_eq_conj]

/-- A plane wave of a separation factorizes into waves at the two points. -/
theorem wave_sub (k x y : Grid d N) : wave k (x - y) = wave k x * wave (-k) y := by
  simp only [wave, sub_eq_add_neg, dotProduct_add, dotProduct_neg, neg_dotProduct,
    AddChar.map_add_eq_mul]

/-- Orthogonality: the plane waves at `x`, summed over all wave vectors, give `N^d` at the
origin and zero elsewhere. -/
theorem sum_wave (x : Grid d N) :
    ∑ k, wave k x = if x = 0 then (N : ℂ) ^ d else 0 := by
  split_ifs with hx
  · subst hx
    simp [wave, ZMod.card]
  · obtain ⟨i, hi⟩ := Function.ne_iff.mp hx
    have hne : (ZMod.stdAddChar (x i) : ℂ) ≠ 1 := fun h =>
      hi (ZMod.injective_stdAddChar (h.trans (AddChar.map_zero_eq_one _).symm))
    -- shifting one component of k multiplies the sum by a phase different from one
    have hs : (ZMod.stdAddChar (x i) : ℂ) * ∑ k, wave k x = ∑ k, wave k x := by
      calc (ZMod.stdAddChar (x i) : ℂ) * ∑ k, wave k x
          = ∑ k, wave (k + Pi.single i 1) x := by
            rw [Finset.mul_sum]
            refine Finset.sum_congr rfl fun k _ => ?_
            simp only [wave, add_dotProduct, single_dotProduct, one_mul,
              AddChar.map_add_eq_mul]
            ring
        _ = ∑ k, wave k x :=
            Equiv.sum_comp (Equiv.addRight (Pi.single i 1)) (fun k => wave k x)
    have h0 : ((ZMod.stdAddChar (x i) : ℂ) - 1) * ∑ k, wave k x = 0 := by
      linear_combination hs
    exact (mul_eq_zero.mp h0).resolve_left (sub_ne_zero.mpr hne)

/-- Fourier inversion: a grid function is `N^(-d)` times the sum of its Fourier components. -/
theorem dft_inversion (f : Grid d N → ℂ) (x : Grid d N) :
    f x = ((N : ℂ) ^ d)⁻¹ * ∑ k, wave k x * dft f k := by
  have h : ∑ k, wave k x * dft f k = (N : ℂ) ^ d * f x := by
    calc ∑ k, wave k x * dft f k = ∑ k, ∑ y, wave k (x - y) * f y := by
          refine Finset.sum_congr rfl fun k _ => ?_
          rw [dft, Finset.mul_sum]
          refine Finset.sum_congr rfl fun y _ => ?_
          rw [wave_sub]
          ring
      _ = ∑ y, (∑ k, wave k (x - y)) * f y := by
          rw [Finset.sum_comm]
          simp only [Finset.sum_mul]
      _ = (N : ℂ) ^ d * f x := by simp [sum_wave, sub_eq_zero]
  have hN : (N : ℂ) ^ d ≠ 0 := pow_ne_zero _ (Nat.cast_ne_zero.mpr (NeZero.ne N))
  rw [h, inv_mul_cancel_left₀ hN]

/-- The pairwise sum over a periodic grid equals `N^(-d)` times a single sum over wave vectors
of the product of the three Fourier transforms, with the first taken at `-k`. -/
theorem pairSum_eq_reciprocal (r K s : Grid d N → ℂ) :
    pairSum r K s = ((N : ℂ) ^ d)⁻¹ * ∑ k, dft r (-k) * dft K k * dft s k := by
  have h : ∀ k, dft r (-k) * dft K k * dft s k =
      ∑ x, ∑ y, (wave k x * r x) * dft K k * (wave (-k) y * s y) := by
    intro k
    have hr : dft r (-k) = ∑ x, wave k x * r x := by simp only [dft, neg_neg]
    have hs : dft s k = ∑ y, wave (-k) y * s y := rfl
    rw [hr, hs, Finset.sum_mul, Finset.sum_mul_sum]
  calc pairSum r K s
      = ∑ x, ∑ y, ∑ k, ((N : ℂ) ^ d)⁻¹ *
          ((wave k x * r x) * dft K k * (wave (-k) y * s y)) := by
        -- expand the kernel in plane waves
        refine Finset.sum_congr rfl fun x _ => Finset.sum_congr rfl fun y _ => ?_
        rw [dft_inversion K (x - y)]
        simp only [Finset.mul_sum, Finset.sum_mul]
        refine Finset.sum_congr rfl fun k _ => ?_
        rw [wave_sub]
        ring
    _ = ∑ x, ∑ k, ∑ y, ((N : ℂ) ^ d)⁻¹ *
          ((wave k x * r x) * dft K k * (wave (-k) y * s y)) :=
        Finset.sum_congr rfl fun x _ => Finset.sum_comm
    _ = ∑ k, ∑ x, ∑ y, ((N : ℂ) ^ d)⁻¹ *
          ((wave k x * r x) * dft K k * (wave (-k) y * s y)) := Finset.sum_comm
    _ = ((N : ℂ) ^ d)⁻¹ * ∑ k, dft r (-k) * dft K k * dft s k := by
        simp only [h, Finset.mul_sum]

/-- For an even kernel, the triplet average is a direct pairwise sum minus an exchange one. -/
theorem tripletAverage_eq_direct_sub_exchange (K φ χ : Grid d N → ℂ)
    (hK : ∀ x, K (-x) = K x) :
    tripletAverage K φ χ = pairSum (orbitalDensity φ φ) K (orbitalDensity χ χ) -
      pairSum (orbitalDensity φ χ) K (orbitalDensity χ φ) := by
  have hc : ((Real.sqrt 2 : ℝ) : ℂ)⁻¹ * ((Real.sqrt 2 : ℝ) : ℂ)⁻¹ = 1 / 2 := by
    rw [← mul_inv, ← Complex.ofReal_mul, Real.mul_self_sqrt (by norm_num)]
    norm_num
  let F : Grid d N → Grid d N → ℂ := fun x y =>
    orbitalDensity φ φ x * K (x - y) * orbitalDensity χ χ y -
      orbitalDensity φ χ x * K (x - y) * orbitalDensity χ φ y
  -- the weighted kernel is the average of F over the two labellings of the electrons
  have hF : ∀ x y, conj (tripletPair φ χ x y) * K (x - y) * tripletPair φ χ x y =
      1 / 2 * F x y + 1 / 2 * F y x := by
    intro x y
    have hxy : K (y - x) = K (x - y) := by
      have h := hK (x - y)
      rwa [neg_sub] at h
    simp only [F, tripletPair, orbitalDensity, map_mul, map_sub, map_inv₀,
      Complex.conj_ofReal, hxy]
    linear_combination (K (x - y) * (conj (φ x) * conj (χ y) - conj (χ x) * conj (φ y)) *
      (φ x * χ y - χ x * φ y)) * hc
  have hswap : ∑ x, ∑ y, F y x = ∑ x, ∑ y, F x y := Finset.sum_comm
  have hsum : tripletAverage K φ χ = ∑ x, ∑ y, F x y := by
    simp only [tripletAverage, hF, Finset.sum_add_distrib, ← Finset.mul_sum]
    rw [hswap]
    ring
  rw [hsum]
  simp only [F, pairSum, Finset.sum_sub_distrib]

/-- In three dimensions and for an even kernel, the triplet average is `N^(-3)` times a single sum
over wave vectors, in which the kernel's transform multiplies the difference between a direct term
and a squared exchange amplitude. -/
theorem tripletAverage_eq_reciprocal (K φ χ : Grid 3 N → ℂ) (hK : ∀ x, K (-x) = K x) :
    tripletAverage K φ χ = ((N : ℂ) ^ 3)⁻¹ * ∑ k, dft K k *
      (dft (orbitalDensity φ φ) (-k) * dft (orbitalDensity χ χ) k -
        (‖dft (orbitalDensity φ χ) (-k)‖ : ℂ) ^ 2) := by
  rw [tripletAverage_eq_direct_sub_exchange K φ χ hK, pairSum_eq_reciprocal,
    pairSum_eq_reciprocal, ← mul_sub, ← Finset.sum_sub_distrib]
  congr 1
  refine Finset.sum_congr rfl fun k _ => ?_
  -- the exchange densities are conjugates, so their transforms at k and -k are conjugates too
  have he : dft (orbitalDensity χ φ) k = conj (dft (orbitalDensity φ χ) (-k)) := by
    simp only [dft, orbitalDensity, map_sum, map_mul, neg_neg, wave_neg, Complex.conj_conj]
    refine Finset.sum_congr rfl fun x _ => ?_
    ring
  have hm : dft (orbitalDensity φ χ) (-k) * conj (dft (orbitalDensity φ χ) (-k)) =
      (‖dft (orbitalDensity φ χ) (-k)‖ : ℂ) ^ 2 := by
    rw [Complex.mul_conj, Complex.normSq_eq_norm_sq, Complex.ofReal_pow]
  rw [he]
  linear_combination (-dft K k) * hm

/-- Two kernels that agree at all nonzero separations have the same triplet average. -/
theorem tripletAverage_congr (K L φ χ : Grid d N → ℂ) (h : ∀ x, x ≠ 0 → K x = L x) :
    tripletAverage K φ χ = tripletAverage L φ χ := by
  refine Finset.sum_congr rfl fun x _ => Finset.sum_congr rfl fun y _ => ?_
  by_cases hxy : x = y
  · -- the antisymmetric function vanishes at coincidence
    have h0 : tripletPair φ χ x y = 0 := by
      rw [hxy, tripletPair]
      ring
    rw [h0, mul_zero, mul_zero]
  · rw [h _ (sub_ne_zero.mpr hxy)]

end

end ZeroFieldSplittingFourier
```

```lean
#print axioms ZeroFieldSplittingFourier.wave_intCast
#print axioms ZeroFieldSplittingFourier.pairSum_eq_reciprocal
#print axioms ZeroFieldSplittingFourier.tripletAverage_eq_reciprocal
#print axioms ZeroFieldSplittingFourier.tripletAverage_congr
```

```
'ZeroFieldSplittingFourier.wave_intCast' depends on axioms: [propext, Classical.choice, Quot.sound]
'ZeroFieldSplittingFourier.pairSum_eq_reciprocal' depends on axioms: [propext, Classical.choice, Quot.sound]
'ZeroFieldSplittingFourier.tripletAverage_eq_reciprocal' depends on axioms: [propext, Classical.choice, Quot.sound]
'ZeroFieldSplittingFourier.tripletAverage_congr' depends on axioms: [propext, Classical.choice, Quot.sound]
```

## Grid functions, kernels and orbitals in Lean

`Grid d N` is the type of $d$-component vectors of integers modulo $N$, so the subtraction in `K (x - y)` wraps around the cell. `NeZero N` says $N\ge1$. The function `wave` is built from Mathlib's standard additive character, and `wave_intCast` shows that it is the exponential $e^{2\pi i k\cdot x/N}$ for any integer representatives of $k$ and $x$. `dft` is the unnormalized transform with the minus sign in the exponent.

`pairSum_eq_reciprocal` is the main identity, for every $d$ and with no condition on `r`, `K` or `s`. `tripletAverage_eq_reciprocal` is the three-dimensional orbital formula, with the hypothesis `hK` that the kernel is even. `tripletAverage_congr` says that two kernels which agree at all nonzero separations give the same average, and it needs no evenness.

The hypothesis `hK` stands for the fact that the coupling of two dipoles is unchanged when their positions are swapped. An array in a program can violate it. Take an off-diagonal component proportional to $R_aR_b$, tabulated by nearest periodic image, with even $N\ge4$ and the tie between $N/2$ and $-N/2$ always resolved to the same sign. The points $(N/2,1,0)$ and $(N/2,-1,0)$ are negatives of each other on the grid, yet the $xy$ component has opposite signs there. Averaging $K(x)$ and $K(-x)$ restores evenness and leaves the pair average unchanged.

The orbitals are arbitrary grid functions, neither normalized nor orthogonal by assumption. The total weight $\sum_{x,y}|\Phi(x,y)|^2$ is $\sum_x n_\varphi(x)\sum_y n_\chi(y)-|\sum_x\rho(x)|^2$, which is 1 for orbitals orthonormal in the plain grid sum. In other cases, dividing `tripletAverage` by this weight, when it is nonzero, gives the normalized average. For orbitals that are orthonormal with a volume element $\Delta V$ per point, the weight is $1/\Delta V^2$, so this division is a multiplication by $\Delta V^2$.

## From the phase shift to the exchange term

`sum_wave` is the orthogonality step. `Function.ne_iff` picks the nonzero component, injectivity of the character shows that its phase is not 1, and `Equiv.sum_comp` carries out the shift of $k$. The last line divides out the nonzero factor, phase minus one.

`dft_inversion` factors the wave with `wave_sub`, exchanges the sums with `Finset.sum_comm`, and collapses the sum over $y$ by orthogonality. `pairSum_eq_reciprocal` inserts this expansion for `K (x - y)`, moves the sum over $k$ to the outside in two exchanges, and recognizes the three transforms through the auxiliary equation `h`.

In `tripletAverage_eq_direct_sub_exchange`, `hF` is the symmetrized form of the weighted kernel and `hswap` is the relabelling of the electrons. The equation `hc` supplies $(1/\sqrt2)^2=1/2$. `tripletAverage_eq_reciprocal` then applies the main identity twice, with `he` for the conjugate exchange density and `hm` for its squared modulus. `tripletAverage_congr` compares the two sums term by term and treats $x=y$ separately.

## What remains for the simulation to justify

The equalities hold between complex numbers on a fixed grid. Rounding, the correctness of a particular FFT routine and the convergence of the grid sum to an integral have to be examined separately.

The kernel is whatever periodic function the user supplies. The file contains neither the dipolar formula nor its physical prefactor, and it does not remove the interaction between periodic images of an isolated molecule. The orbital theorems concern one antisymmetrized pair. A many-electron calculation must still supply its sum over pairs and the spin factors, and the spin–orbit contribution to the splitting needs a different treatment.
